# For Real Vectors on a Grid with Nonzero Edge Overlaps, the Boundary Sign Is the Product of the Plaquette Signs

An electronic structure program computes a real adiabatic state at each point of a grid in two nuclear coordinates. Each vector comes with an arbitrary sign. Carry one around the outer loop, choosing every next sign so that consecutive overlaps are positive, and it may return as minus itself, as it does around a single conical intersection of this state with another when the steps are small enough. Can this reversal be traced to a cell inside the loop? For real vectors on a finite grid with nonzero overlaps along all edges, it can.

## Signs on edges, paths and cells

```lean
import Mathlib

open Finset

namespace GridGeometricPhase

noncomputable section

variable {E : Type*} [NormedAddCommGroup E] [InnerProductSpace ℝ E]
```

The states live in `E`, any real inner product space, of finite or infinite dimension.

```lean
/-- The sign of the overlap of two real state vectors. -/
def link (u v : E) : ℝ := Real.sign (inner ℝ u v)
```

A link is $\ell(u,v)=\operatorname{sign}\langle u,v\rangle$, which is $0$ for orthogonal vectors. Normalisation is not required.

```lean
/-- The product of the overlap signs along the first `n` steps of a chain of vectors. -/
def pathSign (u : ℕ → E) (n : ℕ) : ℝ := ∏ k ∈ range n, link (u k) (u (k + 1))
```

A path sign is $\prod_{k=0}^{n-1}\ell(u_k,u_{k+1})$; `range n` means $0,\dots,n-1$.

```lean
/-- The product of the four overlap signs around the plaquette with lower left node `(i, j)`. -/
def plaquette (ψ : ℕ → ℕ → E) (i j : ℕ) : ℝ :=
  link (ψ i j) (ψ (i + 1) j) * link (ψ (i + 1) j) (ψ (i + 1) (j + 1)) *
    link (ψ i (j + 1)) (ψ (i + 1) (j + 1)) * link (ψ i j) (ψ i (j + 1))
```

Here `ψ i j` is the vector $\psi_{i,j}$ at node $(i,j)$. Write $r_{i,j}=\ell(\psi_{i,j},\psi_{i+1,j})$ for horizontal links (rungs) and $s_{i,j}=\ell(\psi_{i,j},\psi_{i,j+1})$ for vertical ones. The plaquette sign is $P_{i,j}=r_{i,j}\,s_{i+1,j}\,r_{i,j+1}\,s_{i,j}$.

```lean
/-- The product of the overlap signs along the four sides (bottom, right, top, left) of a grid
of `a` by `b` plaquettes. -/
def boundary (ψ : ℕ → ℕ → E) (a b : ℕ) : ℝ :=
  pathSign (fun i => ψ i 0) a * pathSign (ψ a) b *
    pathSign (fun i => ψ i b) a * pathSign (ψ 0) b
```

With $S_i=\prod_{j<b}s_{i,j}$, the boundary sign is $B=\big(\prod_{i<a}r_{i,0}\,r_{i,b}\big)S_a S_0$. When the links are nonzero, choosing the next sign so that the overlap is positive multiplies the current sign by the link of that edge. After the whole loop the starting vector therefore returns multiplied by $B$, and $B=-1$ is the reversal.

```lean
/-- Vectors at the two ends of any edge of the grid have nonzero overlap. -/
def OverlapsNonzero (ψ : ℕ → ℕ → E) (a b : ℕ) : Prop :=
  (∀ i < a, ∀ j ≤ b, inner ℝ (ψ i j) (ψ (i + 1) j) ≠ 0) ∧
    (∀ i ≤ a, ∀ j < b, inner ℝ (ψ i j) (ψ i (j + 1)) ≠ 0)
```

This proposition is the hypothesis on the grid: no two neighbouring states are orthogonal. It excludes only exact orthogonality; an overlap may be arbitrarily small.

```lean
/-- The set of plaquettes of the grid whose sign is `-1`. -/
def negPlaquettes (ψ : ℕ → ℕ → E) (a b : ℕ) : Finset (ℕ × ℕ) :=
  (range a ×ˢ range b).filter (fun p => plaquette ψ p.1 p.2 = -1)
```

This is the set of cells with $P_{i,j}=-1$.

```lean
/-- The overlap sign of two real vectors does not depend on their order. -/
theorem link_comm (u v : E) : link u v = link v u := by
  unfold link
  rw [real_inner_comm]
```

Real overlaps are symmetric, so the direction of travel is immaterial.

```lean
lemma link_sign {u v : E} (h : inner ℝ u v ≠ 0) : link u v = 1 ∨ link u v = -1 := by
  rcases lt_or_gt_of_ne h with h | h
  · exact Or.inr (Real.sign_of_neg h)
  · exact Or.inl (Real.sign_of_pos h)
```

A nonzero overlap gives a link of $+1$ or $-1$.

```lean
lemma pathSign_zero (u : ℕ → E) : pathSign u 0 = 1 := by
  simp [pathSign]
```

The empty path has sign $1$.

```lean
lemma pathSign_succ (u : ℕ → E) (n : ℕ) :
    pathSign u (n + 1) = pathSign u n * link (u n) (u (n + 1)) :=
  Finset.prod_range_succ _ _
```

One more step multiplies the path sign by one more link.

```lean
lemma pathSign_sign (u : ℕ → E) (n : ℕ) (h : ∀ k < n, inner ℝ (u k) (u (k + 1)) ≠ 0) :
    pathSign u n = 1 ∨ pathSign u n = -1 := by
  induction n with
  | zero => exact Or.inl (pathSign_zero u)
  | succ n ih =>
    rw [pathSign_succ]
    rcases ih (fun k hk => h k (by omega)) with h1 | h1 <;>
      rcases link_sign (h n (by omega)) with h2 | h2 <;> rw [h1, h2] <;> norm_num
```

By induction on these two facts, a path with nonzero overlaps has sign $\pm1$.

## Shared edges cancel

```lean
/-- If the overlaps across a column of plaquettes are nonzero, the product of its plaquette
signs is the product of the overlap signs along its outline. -/
theorem column_product (ψ : ℕ → ℕ → E) (i b : ℕ)
    (h : ∀ j ≤ b, inner ℝ (ψ i j) (ψ (i + 1) j) ≠ 0) :
    ∏ j ∈ range b, plaquette ψ i j =
      link (ψ i 0) (ψ (i + 1) 0) * pathSign (ψ (i + 1)) b *
        link (ψ i b) (ψ (i + 1) b) * pathSign (ψ i) b := by
  induction b with
  | zero =>
    rcases link_sign (h 0 le_rfl) with hs | hs <;> simp [pathSign_zero, hs]
  | succ n ih =>
    rw [Finset.prod_range_succ, ih (fun j hj => h j (by omega))]
    simp only [pathSign_succ, plaquette]
    -- the rung shared by neighbouring plaquettes occurs twice
    rcases link_sign (h n (by omega)) with hs | hs <;> simp only [hs] <;> ring
```

Multiply the plaquettes of column $i$. Each interior rung belongs to two cells and contributes $r_{i,j}^2=1$, leaving
$$\prod_{j<b}P_{i,j}=r_{i,0}\,S_{i+1}\,r_{i,b}\,S_i .$$
For $b=0$ both sides are $1$. Lean adds one cell at a time: `rcases` splits on the shared rung being $\pm1$, and `ring` finishes the algebra.

```lean
/-- If all edge overlaps are nonzero, the product of overlap signs around the outer boundary
equals the product of the signs of all elementary plaquettes. -/
theorem boundary_eq_prod_plaquette (ψ : ℕ → ℕ → E) (a b : ℕ) (h : OverlapsNonzero ψ a b) :
    boundary ψ a b = ∏ i ∈ range a, ∏ j ∈ range b, plaquette ψ i j := by
  induction a with
  | zero =>
    rcases pathSign_sign (ψ 0) b (h.2 0 le_rfl) with hs | hs <;>
      simp [boundary, pathSign_zero, hs]
  | succ n ih =>
    have hn : OverlapsNonzero ψ n b :=
      ⟨fun i hi => h.1 i (by omega), fun i hi => h.2 i (by omega)⟩
    rw [Finset.prod_range_succ, ← ih hn, column_product ψ n b (h.1 n (by omega))]
    simp only [boundary, pathSign_succ]
    -- the side shared by neighbouring columns occurs twice
    rcases pathSign_sign (ψ n) b (h.2 n (by omega)) with hs | hs <;> simp only [hs] <;> ring
```

Now multiply the columns. Each interior side $S_i$ occurs twice and cancels, so
$$\prod_{i<a}\prod_{j<b}P_{i,j}=\Big(\prod_{i<a}r_{i,0}\,r_{i,b}\Big)S_0S_a=B .$$
The induction on `a` cancels one shared side per step. If an interior edge had zero overlap while the boundary edges did not, the product would be $0$ and $B$ would be $\pm1$.

## A reversed boundary needs a negative cell

```lean
lemma plaquette_sign {ψ : ℕ → ℕ → E} {a b i j : ℕ} (h : OverlapsNonzero ψ a b)
    (hi : i < a) (hj : j < b) : plaquette ψ i j = 1 ∨ plaquette ψ i j = -1 := by
  unfold plaquette
  rcases link_sign (h.1 i hi j (by omega)) with h1 | h1 <;>
    rcases link_sign (h.2 (i + 1) (by omega) j hj) with h2 | h2 <;>
    rcases link_sign (h.1 i hi (j + 1) (by omega)) with h3 | h3 <;>
    rcases link_sign (h.2 i (by omega) j hj) with h4 | h4 <;>
    rw [h1, h2, h3, h4] <;> norm_num
```

Each plaquette is a product of four signs, hence $\pm1$.

```lean
/-- If all edge overlaps are nonzero, the boundary sign is `-1` exactly when the number of
plaquettes with sign `-1` is odd. -/
theorem boundary_neg_iff_odd (ψ : ℕ → ℕ → E) (a b : ℕ) (h : OverlapsNonzero ψ a b) :
    boundary ψ a b = -1 ↔ Odd (negPlaquettes ψ a b).card := by
  have e : ∏ p ∈ range a ×ˢ range b, plaquette ψ p.1 p.2 =
      ∏ i ∈ range a, ∏ j ∈ range b, plaquette ψ i j := by
    rw [Finset.prod_product]
  have e' : ∏ p ∈ range a ×ˢ range b, plaquette ψ p.1 p.2 =
      ∏ p ∈ range a ×ˢ range b, if plaquette ψ p.1 p.2 = -1 then (-1 : ℝ) else 1 := by
    refine Finset.prod_congr rfl (fun p hp => ?_)
    rw [Finset.mem_product, Finset.mem_range, Finset.mem_range] at hp
    rcases plaquette_sign h hp.1 hp.2 with hs | hs <;> rw [hs] <;> norm_num
  -- each negative plaquette contributes one factor -1
  have key : boundary ψ a b = (-1) ^ (negPlaquettes ψ a b).card := by
    rw [boundary_eq_prod_plaquette ψ a b h, ← e, e', Finset.prod_ite]
    simp [negPlaquettes]
  rw [key]
  rcases Nat.even_or_odd (negPlaquettes ψ a b).card with hc | hc
  · rw [hc.neg_one_pow]
    exact ⟨fun h1 => by norm_num at h1, fun h1 => absurd hc (Nat.not_even_iff_odd.mpr h1)⟩
  · exact ⟨fun _ => hc, fun _ => hc.neg_one_pow⟩
```

If $N$ cells are negative, then $B=(-1)^N$, which is $-1$ exactly when $N$ is odd. In Lean, `key` is this formula.

```lean
/-- If all edge overlaps are nonzero and the boundary sign is `-1`, then some elementary
plaquette of the grid has sign `-1`. -/
theorem exists_negative_plaquette (ψ : ℕ → ℕ → E) (a b : ℕ) (h : OverlapsNonzero ψ a b)
    (hb : boundary ψ a b = -1) : ∃ i < a, ∃ j < b, plaquette ψ i j = -1 := by
  obtain ⟨p, hp⟩ := Finset.card_pos.mp ((boundary_neg_iff_odd ψ a b h).mp hb).pos
  rw [negPlaquettes, Finset.mem_filter, Finset.mem_product, Finset.mem_range,
    Finset.mem_range] at hp
  exact ⟨p.1, hp.1.1, p.2, hp.1.2, hp.2⟩
```

An odd number is positive, so a negative cell exists. Reading it as a conical intersection needs more: the theorem knows no Hamiltonian, and on a coarse grid the sign can mislead. Conversely, $B=+1$ allows an even number of negative cells.

## Arbitrary signs drop out

```lean
lemma link_flip {c d : ℝ} (hc : c = 1 ∨ c = -1) (hd : d = 1 ∨ d = -1) (u v : E) :
    link (c • u) (d • v) = c * d * link u v := by
  rcases hc with rfl | rfl <;> rcases hd with rfl | rfl <;>
    simp [link, inner_neg_left, inner_neg_right, Real.sign_neg]
```

For $c,d=\pm1$, $\ell(cu,dv)=cd\,\ell(u,v)$.

```lean
lemma pathSign_flip (c : ℕ → ℝ) (u : ℕ → E) (hc : ∀ k, c k = 1 ∨ c k = -1) (n : ℕ) :
    pathSign (fun k => c k • u k) n = c 0 * c n * pathSign u n := by
  induction n with
  | zero => rcases hc 0 with h | h <;> simp [pathSign_zero, h]
  | succ n ih =>
    rw [pathSign_succ, pathSign_succ, ih, link_flip (hc n) (hc (n + 1))]
    rcases hc n with h | h <;> rw [h] <;> ring
```

Along a path, each intermediate factor occurs twice, leaving $c_0c_n$ times the old sign.

```lean
/-- Flipping the signs of any set of vectors leaves every plaquette sign unchanged. -/
theorem plaquette_flip (ψ : ℕ → ℕ → E) (η : ℕ → ℕ → ℝ)
    (hη : ∀ i j, η i j = 1 ∨ η i j = -1) (i j : ℕ) :
    plaquette (fun i j => η i j • ψ i j) i j = plaquette ψ i j := by
  have key : ∀ i j k l, link (η i j • ψ i j) (η k l • ψ k l) =
      η i j * η k l * link (ψ i j) (ψ k l) :=
    fun i j k l => link_flip (hη i j) (hη k l) _ _
  simp only [plaquette, key]
  rcases hη i j with h1 | h1 <;> rcases hη (i + 1) j with h2 | h2 <;>
    rcases hη (i + 1) (j + 1) with h3 | h3 <;> rcases hη i (j + 1) with h4 | h4 <;>
    simp only [h1, h2, h3, h4] <;> ring
```

Replace $\psi_{i,j}$ by $\eta_{i,j}\psi_{i,j}$ with $\eta_{i,j}=\pm1$. Each corner of a cell touches two of its links, so its factor squares to $1$.

```lean
/-- Flipping the signs of any set of vectors leaves the boundary sign unchanged. -/
theorem boundary_flip (ψ : ℕ → ℕ → E) (η : ℕ → ℕ → ℝ)
    (hη : ∀ i j, η i j = 1 ∨ η i j = -1) (a b : ℕ) :
    boundary (fun i j => η i j • ψ i j) a b = boundary ψ a b := by
  have row := fun j => pathSign_flip (fun i => η i j) (fun i => ψ i j) (fun i => hη i j) a
  have col := fun i => pathSign_flip (η i) (ψ i) (hη i) b
  simp only [boundary, row, col]
  -- only the flips at the four corners remain, each of them twice
  rcases hη 0 0 with h1 | h1 <;> rcases hη a 0 with h2 | h2 <;>
    rcases hη a b with h3 | h3 <;> rcases hη 0 b with h4 | h4 <;>
    simp only [h1, h2, h3, h4] <;> ring
```

On the boundary only the four corner factors survive the telescoping, each twice. Neither invariance needs nonzero overlaps.

## A half turn on four cells

```lean
/-- A planar vector field on the grid: `(1, 0)` at the origin, `(1, 1)` on the rest of the bottom
side, `(-1, 1)` on the rest of the left side, and `(0, 1)` elsewhere. -/
def halfTurn (i j : ℕ) : EuclideanSpace ℝ (Fin 2) :=
  !₂[if j = 0 then 1 else if i = 0 then -1 else 0, if i = 0 ∧ j = 0 then 0 else 1]
```

This is an explicit field of unnormalised vectors in the plane.

```lean
lemma inner_plane (a b c d : ℝ) :
    inner ℝ (!₂[a, b] : EuclideanSpace ℝ (Fin 2)) !₂[c, d] = a * c + b * d := by
  simp [PiLp.inner_apply, Fin.sum_univ_two]
  ring
```

Their overlap is the usual dot product.

```lean
/-- On the grid of two by two plaquettes the field `halfTurn` has nonzero overlaps along all
edges and boundary sign `-1`. -/
theorem halfTurn_witness : OverlapsNonzero halfTurn 2 2 ∧ boundary halfTurn 2 2 = -1 := by
  have s2 : Real.sign 2 = 1 := Real.sign_of_pos (by norm_num)
  have s1 : Real.sign 1 = 1 := Real.sign_of_pos (by norm_num)
  have sm : Real.sign (-1) = -1 := Real.sign_of_neg (by norm_num)
  refine ⟨⟨fun i _ j _ => ?_, fun i _ j _ => ?_⟩, ?_⟩
  · simp only [halfTurn, inner_plane]
    by_cases hi : i = 0 <;> by_cases hj : j = 0 <;> norm_num [hi, hj]
  · simp only [halfTurn, inner_plane]
    by_cases hi : i = 0 <;> by_cases hj : j = 0 <;> norm_num [hi, hj]
  · simp only [boundary, pathSign, link, halfTurn, inner_plane, Finset.prod_range_succ,
      Finset.prod_range_zero]
    norm_num [s1, s2, sm]

end

end GridGeometricPhase
```

The theorem evaluates the overlaps. By hand, go counterclockwise from the origin through the eight boundary nodes: the vectors point at $0°,45°,45°,90°,90°,90°,135°,135°$. The normalised overlaps are
$$\tfrac1{\sqrt2},\;1,\;\tfrac1{\sqrt2},\;1,\;1,\;\tfrac1{\sqrt2},\;1,\;-\tfrac1{\sqrt2},$$
the last one closing the loop, so $B=-1$. That negative edge joins $(0,0)$ to $(0,1)$ and belongs only to the lower left cell. The interior overlaps are all positive, so $P_{0,0}=-1$ and the other three cells have sign $+1$.

```lean
#print axioms GridGeometricPhase.boundary_eq_prod_plaquette
-- 'GridGeometricPhase.boundary_eq_prod_plaquette' depends on axioms: [propext, Classical.choice, Quot.sound]
#print axioms GridGeometricPhase.exists_negative_plaquette
-- 'GridGeometricPhase.exists_negative_plaquette' depends on axioms: [propext, Classical.choice, Quot.sound]
#print axioms GridGeometricPhase.plaquette_flip
-- 'GridGeometricPhase.plaquette_flip' depends on axioms: [propext, Classical.choice, Quot.sound]
#print axioms GridGeometricPhase.boundary_flip
-- 'GridGeometricPhase.boundary_flip' depends on axioms: [propext, Classical.choice, Quot.sound]
```
